# An invariant, differentiable energy is stationary at a symmetric geometry exactly when it is stationary along symmetric displacements

Let $V$ be a real Hilbert space, for instance $\mathbb{R}^n$ with its usual inner product $\langle\cdot,\cdot\rangle$. A vector $x\in V$ is a geometry, and $E:V\to\mathbb{R}$ is the energy. A group $G$ acts on $V$ through linear maps $\rho_a$, one for each $a\in G$, that preserve lengths. The symmetric geometries are the vectors fixed by every operation,

$$V^G=\{x\in V:\ \rho_a x=x\ \text{ for all } a\in G\}.$$

The gradient of $E$ at $x$ is the vector $g$ for which the derivative in every direction $v$ is $dE_x(v)=\langle g,v\rangle$.

For a molecule, $V$ holds the Cartesian coordinates of the nuclei. A point-group operation about a fixed centre rotates or reflects the positions and relabels identical nuclei, which is an orthogonal map of these coordinates.

```lean
import Mathlib

open InnerProductSpace

namespace SymmetricCriticality

noncomputable section

variable {G V : Type*} [Group G] [NormedAddCommGroup V] [InnerProductSpace ℝ V]
```

The `variable` line declares the group `G` and the real inner product space `V` for everything that follows. `G` is not assumed finite, and `V` may have any dimension.

```lean
/-- The symmetric geometries: the subspace of vectors left fixed by every operation
of the group. -/
def fixedSubspace (ρ : G →* (V ≃ₗᵢ[ℝ] V)) : Submodule ℝ V where
  carrier := {x | ∀ a, ρ a x = x}
  zero_mem' := fun a => map_zero (ρ a)
  add_mem' := by
    intro x y hx hy a
    have h1 : ρ a x = x := hx a
    have h2 : ρ a y = y := hy a
    rw [map_add, h1, h2]
  smul_mem' := by
    intro c x hx a
    have h1 : ρ a x = x := hx a
    rw [map_smul, h1]
```

This defines $V^G$. The type `V ≃ₗᵢ[ℝ] V` consists of the invertible linear isometries of $V$, and the arrow `→*` says that `ρ` respects products, $\rho_{ab}=\rho_a\rho_b$. The expression `ρ a x` is $\rho_a x$.

A `Submodule` is a linear subspace, so Lean asks for proofs that the set contains zero and is closed under sums and multiples. Each follows from linearity: if $\rho_a x=x$ and $\rho_a y=y$, then $\rho_a(x+y)=x+y$ and $\rho_a(cx)=cx$.

```lean
/-- The energy takes the same value at a geometry and at all its symmetry images. -/
def IsInvariant (ρ : G →* (V ≃ₗᵢ[ℝ] V)) (E : V → ℝ) : Prop :=
  ∀ a x, E (ρ a x) = E x
```

Invariance means $E(\rho_a x)=E(x)$ for all $a$ and all $x$. Physically, the energy cannot distinguish a geometry from its image under a symmetry operation.

## The gradient turns with the geometry

```lean
variable [CompleteSpace V] {ρ : G →* (V ≃ₗᵢ[ℝ] V)} {E : V → ℝ}

/-- The gradient of an invariant energy transforms like the geometry: at the image of `x`
under a symmetry operation it is the image of the gradient at `x`. -/
theorem gradient_equivariant (hE : IsInvariant ρ E) {g x : V}
    (hg : HasGradientAt E g x) (a : G) : HasGradientAt E (ρ a g) (ρ a x) := by
  rw [hasGradientAt_iff_hasFDerivAt] at hg ⊢
  have hx : (ρ a).symm (ρ a x) = x := (ρ a).symm_apply_apply x
  rw [← hx] at hg
  -- differentiate E after the inverse operation, which is E again
  have h := HasFDerivAt.comp (g := E) (f := fun y => (ρ a).symm y) (ρ a x) hg
    (ρ a).symm.toContinuousLinearEquiv.hasFDerivAt
  have hfun : (E ∘ fun y => (ρ a).symm y) = E := by
    funext y
    have h1 := hE a ((ρ a).symm y)
    rw [LinearIsometryEquiv.apply_symm_apply] at h1
    exact h1.symm
  rw [hfun] at h
  refine h.congr_fderiv (ContinuousLinearMap.ext fun v => ?_)
  change inner ℝ g ((ρ a).symm v) = inner ℝ (ρ a g) v
  rw [← (ρ a).inner_map_map g ((ρ a).symm v), LinearIsometryEquiv.apply_symm_apply]
```

From here on $V$ is complete, which ensures that every continuous linear derivative is represented by a gradient vector. In a Lean theorem the hypotheses stand before the first colon that lies outside all brackets, and the conclusion after it. Here `HasGradientAt E g x` says that $E$ is differentiable at $x$ with gradient $g$. The theorem concludes that $E$ is differentiable at $\rho_a x$ too, with gradient $\rho_a g$.

By hand, start from invariance in the form $E(y)=E(\rho_a^{-1}y)$ and differentiate at $y=\rho_a x$ in the direction $v$:

$$dE_{\rho_a x}(v)=dE_x(\rho_a^{-1}v)=\langle g,\rho_a^{-1}v\rangle=\langle\rho_a g,v\rangle .$$

The first equality is the chain rule, and the last holds because $\rho_a$ preserves inner products.

The proof follows the same line. The fact `h` is the chain rule for $E\circ\rho_a^{-1}$, `hfun` identifies that composite with $E$, and the final `rw`, which rewrites with known equations, moves the isometry to the other side of the inner product.

```lean
/-- At a symmetric geometry the gradient of an invariant energy is itself symmetric. -/
theorem gradient_mem_fixedSubspace (hE : IsInvariant ρ E) {g x : V}
    (hx : x ∈ fixedSubspace ρ) (hg : HasGradientAt E g x) : g ∈ fixedSubspace ρ := by
  intro a
  have hxa : ρ a x = x := hx a
  have h := gradient_equivariant hE hg a
  rw [hxa] at h
  exact h.unique hg
```

If $x$ is symmetric, then $\rho_a x=x$. The previous theorem now says that $\rho_a g$ is a gradient of $E$ at $x$, as $g$ is. A function has at most one gradient at a point, so $\rho_a g=g$ for every $a$, that is, $g\in V^G$. The last line, `h.unique hg`, is this uniqueness.

## Testing the restricted derivative on the gradient

```lean
/-- The derivative of the energy restricted to symmetric geometries is the inner product
of the full gradient with the symmetric displacement. -/
theorem restricted_derivative {g : V} {x : fixedSubspace ρ}
    (hg : HasGradientAt E g (x : V)) :
    HasFDerivAt (fun y : fixedSubspace ρ => E y)
      ((toDual ℝ V g : V →L[ℝ] ℝ).comp (fixedSubspace ρ).subtypeL) x := by
  rw [hasGradientAt_iff_hasFDerivAt] at hg
  exact HasFDerivAt.comp (g := E) (f := fun y : fixedSubspace ρ => (y : V)) x hg
    (fixedSubspace ρ).subtypeL.hasFDerivAt
```

The restricted energy is `fun y : fixedSubspace ρ => E y`, a function that accepts only symmetric geometries. It is $E$ composed with the inclusion of $V^G$ into $V$, so by the chain rule its derivative at $x$ is

$$v\mapsto\langle g,v\rangle,\qquad v\in V^G .$$

In the code, `toDual ℝ V g` is the functional $\langle g,\cdot\rangle$ and `subtypeL` is the inclusion. `HasFDerivAt` states that a function has a given linear map as its derivative. Invariance plays no part in this step.

```lean
/-- Symmetric criticality: at a symmetric geometry, an invariant differentiable energy is
stationary for all displacements exactly when it is stationary for the symmetric ones. -/
theorem symmetric_criticality (hE : IsInvariant ρ E) {x : fixedSubspace ρ}
    (hd : DifferentiableAt ℝ E (x : V)) :
    HasGradientAt E 0 (x : V) ↔
      HasFDerivAt (fun y : fixedSubspace ρ => E y) (0 : fixedSubspace ρ →L[ℝ] ℝ) x := by
  constructor
  · intro h
    refine (restricted_derivative h).congr_fderiv (ContinuousLinearMap.ext fun v => ?_)
    change inner ℝ (0 : V) (v : V) = 0
    exact inner_zero_left _
  · intro hc
    have hg := hd.hasGradientAt
    have hfix := gradient_mem_fixedSubspace hE x.2 hg
    -- test the restricted derivative on the gradient, a symmetric displacement
    have h := DFunLike.congr_fun ((restricted_derivative hg).unique hc)
      ⟨gradient E (x : V), hfix⟩
    have h0 : inner ℝ (gradient E (x : V)) (gradient E (x : V)) = 0 := h
    rw [inner_self_eq_zero.mp h0] at hg
    exact hg
```

This is the central theorem. For an invariant $E$ that is differentiable at the symmetric geometry $x$, the gradient of $E$ at $x$ is zero if and only if the restricted energy has derivative zero there.

From left to right, put $g=0$ in the formula for the restricted derivative: $\langle 0,v\rangle=0$ for every symmetric $v$.

From right to left, let $g$ be the gradient at $x$, which exists because $E$ is differentiable there. The assumption says $\langle g,v\rangle=0$ for every $v\in V^G$. Since $g$ itself lies in $V^G$, we may choose $v=g$, and then

$$0=\langle g,g\rangle=\|g\|^2,\qquad\text{so } g=0 .$$

In Lean, `constructor` splits the equivalence into its two directions. The pair `⟨gradient E (x : V), hfix⟩` is the gradient together with the proof that it is symmetric, which is what turns it into an admissible test direction. The equation `h0` is $\langle g,g\rangle=0$.

The hypothesis `hd` stands for a smooth point of a single energy surface. It fails, for example, at a conical intersection, where an adiabatic energy has a cusp.

In the smallest case $V^G$ contains only the origin, as when $G$ consists of the identity and the inversion $x\mapsto -x$. The restricted energy then lives on a single point and its derivative is automatically zero, so the theorem says that an even energy differentiable at the origin is stationary there.

Length preservation is what makes finiteness of $G$ unnecessary. Consider the infinite group of shears $(x,y)\mapsto(x+sy,\,y)$ of the plane, with $s$ any real number. These maps are linear but do not preserve lengths. The fixed vectors form the line $y=0$, and $E(x,y)=y$ is invariant. On the fixed line $E$ is constant, hence stationary, yet its gradient in the plane is $(0,1)$ everywhere.

## Minima and descent among symmetric geometries

```lean
/-- Where an invariant energy is differentiable, a local minimum among symmetric geometries is a
stationary point of the full energy surface. -/
theorem stationary_of_symmetric_min (hE : IsInvariant ρ E) {x : fixedSubspace ρ}
    (hd : DifferentiableAt ℝ E (x : V))
    (hmin : IsLocalMin (fun y : fixedSubspace ρ => E y) x) :
    HasGradientAt E 0 (x : V) := by
  have h := restricted_derivative hd.hasGradientAt
  rw [hmin.hasFDerivAt_eq_zero h] at h
  exact (symmetric_criticality hE hd).mpr h
```

`IsLocalMin` for the restricted energy means that no nearby symmetric geometry has a lower energy. At such a point the derivative of the restricted energy vanishes, as for any differentiable function at a local minimum. The central theorem then gives a zero gradient in all of $V$. In the proof, the second line replaces the restricted derivative by zero, and `.mpr` applies the equivalence from right to left.

For geometry optimisation on one differentiable energy surface that is invariant under the group, this means that a minimum found under a symmetry constraint leaves no force along symmetry-breaking displacements. Whether it is also a minimum in those directions is a question about curvature, which the theorem does not address.

```lean
/-- Steepest descent on an invariant energy, with arbitrary step lengths and started at a symmetric
geometry, visits only symmetric geometries. -/
theorem steepest_descent_symmetric (hE : IsInvariant ρ E) {x g : ℕ → V} {t : ℕ → ℝ}
    (h0 : x 0 ∈ fixedSubspace ρ) (hg : ∀ k, HasGradientAt E (g k) (x k))
    (hstep : ∀ k, x (k + 1) = x k - t k • g k) (k : ℕ) : x k ∈ fixedSubspace ρ := by
  induction k with
  | zero => exact h0
  | succ k ih =>
    rw [hstep k]
    exact Submodule.sub_mem _ ih
      (Submodule.smul_mem _ _ (gradient_mem_fixedSubspace hE ih (hg k)))
```

The sequences `x`, `g` and `t` hold the geometries $x_k$, the gradients $g_k$ at those geometries and the step lengths $t_k$, with

$$x_{k+1}=x_k-t_k\,g_k .$$

If $x_0$ is symmetric, so is every $x_k$. The proof is by induction: if $x_k\in V^G$, then $g_k\in V^G$ by the symmetry of the gradient, and a subspace contains the combination $x_k-t_kg_k$. The step lengths are arbitrary real numbers, and nothing is said about convergence.

The statement concerns exact arithmetic and exact gradients. Under those conditions, steepest descent started at a symmetric geometry cannot reach a minimum of lower symmetry; in a numerical run, rounding errors can break the symmetry.

## A mirror-symmetric saddle in the plane

```lean
/-- The two-element mirror group acting on the plane `ℂ`: the operation `-1` reflects
in the real axis. -/
def mirror : ℤˣ →* (ℂ ≃ₗᵢ[ℝ] ℂ) where
  toFun u := if u = 1 then 1 else Complex.conjLIE
  map_one' := if_pos rfl
  map_mul' := by
    have h : (-1 : ℤˣ) ≠ 1 := by decide
    intro a b
    refine LinearIsometryEquiv.ext fun z => ?_
    rcases Int.units_eq_one_or a with rfl | rfl <;>
      rcases Int.units_eq_one_or b with rfl | rfl <;> simp [h]
```

The remaining code shows by example that a minimum among symmetric geometries can be a saddle. The plane is `ℂ`, regarded as a real two-dimensional space, and the group `ℤˣ` has the two elements $1$ and $-1$. The first acts as the identity and the second as complex conjugation $z\mapsto\bar z$, the reflection in the real axis. The proof of `map_mul'` checks the four possible products.

```lean
/-- The model energy `re² - im²` on the plane. -/
def saddleEnergy (z : ℂ) : ℝ := z.re ^ 2 - z.im ^ 2
```

The model energy is $E(z)=(\operatorname{Re}z)^2-(\operatorname{Im}z)^2$, which, going away from the origin, rises along the real axis and falls along the imaginary one.

```lean
/-- The symmetric geometries of the mirror group are the points of the real axis. -/
theorem mem_fixedSubspace_mirror (z : ℂ) : z ∈ fixedSubspace mirror ↔ z.im = 0 := by
  have h : (-1 : ℤˣ) ≠ 1 := by decide
  constructor
  · intro hz
    have h1 : mirror (-1) z = z := hz (-1)
    have h2 : mirror (-1) z = (starRingEnd ℂ) z := by simp [mirror, h]
    rw [h2] at h1
    exact Complex.conj_eq_iff_im.mp h1
  · intro hz a
    rcases Int.units_eq_one_or a with rfl | rfl
    · simp [mirror]
    · have h2 : mirror (-1) z = (starRingEnd ℂ) z := by simp [mirror, h]
      rw [h2]
      exact Complex.conj_eq_iff_im.mpr hz
```

A point is fixed by the mirror group exactly when $\bar z=z$, that is, when $\operatorname{Im}z=0$. The symmetric geometries are therefore the real axis. The proof treats the two directions separately; in the second it also covers the identity operation, which fixes everything.

```lean
/-- The energy `re² - im²` is mirror invariant, and the origin is its minimum among symmetric
geometries and a stationary point in the plane, but not a local minimum in the plane. -/
theorem mirror_saddle_witness :
    IsInvariant mirror saddleEnergy ∧
    (∀ y ∈ fixedSubspace mirror, saddleEnergy 0 ≤ saddleEnergy y) ∧
    HasGradientAt saddleEnergy 0 0 ∧ ¬ IsLocalMin saddleEnergy 0 := by
  have hinv : IsInvariant mirror saddleEnergy := by
    have h : (-1 : ℤˣ) ≠ 1 := by decide
    intro a z
    rcases Int.units_eq_one_or a with rfl | rfl <;> simp [mirror, saddleEnergy, h]
  have hmin : ∀ y ∈ fixedSubspace mirror, saddleEnergy 0 ≤ saddleEnergy y := by
    intro y hy
    have him := (mem_fixedSubspace_mirror y).mp hy
    simp only [saddleEnergy, him, Complex.zero_re, Complex.zero_im]
    nlinarith [sq_nonneg y.re]
  have hd : Differentiable ℝ saddleEnergy :=
    (Complex.reCLM.differentiable.pow 2).sub (Complex.imCLM.differentiable.pow 2)
  refine ⟨hinv, hmin, ?_, ?_⟩
  · exact stationary_of_symmetric_min hinv (x := (0 : fixedSubspace mirror)) (hd _)
      (Filter.Eventually.of_forall fun y => hmin y y.2)
  · intro hloc
    have hev : ∀ᶠ y in nhds (0 : ℂ), saddleEnergy 0 ≤ saddleEnergy y := hloc
    obtain ⟨ε, hε, hball⟩ := Metric.eventually_nhds_iff.mp hev
    -- a small step off the mirror line lowers the energy
    have hdist : dist (((ε / 2 : ℝ) : ℂ) * Complex.I) 0 < ε := by
      rw [dist_zero_right, norm_mul, Complex.norm_I, mul_one, Complex.norm_real,
        Real.norm_eq_abs, abs_of_pos (half_pos hε)]
      linarith
    have hlow := hball hdist
    have hre : (((ε / 2 : ℝ) : ℂ) * Complex.I).re = 0 := by
      rw [Complex.re_ofReal_mul, Complex.I_re, mul_zero]
    have him : (((ε / 2 : ℝ) : ℂ) * Complex.I).im = ε / 2 := by
      rw [Complex.im_ofReal_mul, Complex.I_im, mul_one]
    simp only [saddleEnergy, hre, him, Complex.zero_re, Complex.zero_im] at hlow
    nlinarith [pow_pos (half_pos hε) 2]

end

end SymmetricCriticality
```

The theorem joins four statements with `∧`, "and".

1. The energy is invariant, because conjugation changes only the sign of $\operatorname{Im}z$, which enters squared.
2. On the real axis $E(y)=(\operatorname{Re}y)^2\ge 0=E(0)$, so the origin is the minimum among symmetric geometries.
3. The gradient at the origin is zero. The proof obtains this from `stationary_of_symmetric_min` and not from a direct calculation of the gradient.
4. The origin is not a local minimum in the plane. If it were, some $\varepsilon>0$ would exist with $E(z)\ge E(0)=0$ whenever $|z|<\varepsilon$. But $z=i\varepsilon/2$ lies within that distance and has

$$E\!\left(\tfrac{i\varepsilon}{2}\right)=-\frac{\varepsilon^2}{4}<0 .$$

In the code, `hdist` verifies that the trial point is close enough, `hre` and `him` compute its real and imaginary parts, and the last `nlinarith` derives the contradiction from the inequality `hlow`.

The example satisfies every hypothesis of the theorem on symmetric minima, so "stationary point" in that theorem cannot be strengthened to "local minimum". Nonlinear actions on curved configuration spaces, to which the name symmetric criticality is also applied, are not treated here: every operation is a linear isometry.

```lean
#print axioms SymmetricCriticality.symmetric_criticality
#print axioms SymmetricCriticality.stationary_of_symmetric_min
#print axioms SymmetricCriticality.steepest_descent_symmetric
```

```
'SymmetricCriticality.symmetric_criticality' depends on axioms: [propext, Classical.choice, Quot.sound]
'SymmetricCriticality.stationary_of_symmetric_min' depends on axioms: [propext, Classical.choice, Quot.sound]
'SymmetricCriticality.steepest_descent_symmetric' depends on axioms: [propext, Classical.choice, Quot.sound]
```
